# For convex energies, the chemical potential at fractional particle number tends to the addition energy as the temperature goes to zero

Take a site that is either empty, with energy $E(0)$, or holds one particle, with energy $E(1)$. At inverse temperature $\beta$ (the inverse of the temperature in energy units) and chemical potential $\mu$, the mean particle number is

$$\langle n\rangle=\frac{e^{-\beta(E(1)-\mu)}}{e^{-\beta E(0)}+e^{-\beta(E(1)-\mu)}} .$$

Setting this equal to $N$ with $0<N<1$ and solving for $\mu$ gives

$$\mu(\beta)=E(1)-E(0)+\frac1\beta\ln\frac{N}{1-N}.$$

The filling $N$ enters only through a term proportional to the temperature. As $\beta\to\infty$ that term vanishes, leaving the energy needed to add the particle.

## From two states to many

Now let the particle number $n$ run over $0,\dots,K$, with energies $E(n)$ whose second differences $E(n+2)-2E(n+1)+E(n)$ are nonnegative. Fix $M<K$ and $M<N<M+1$, and write $g=E(M+1)-E(M)$. If $\mu(\beta)$ gives mean number $N$ for every $\beta>0$, then $\mu(\beta)\to g$.

**A line below the energies.** By convexity the addition energies $E(j+1)-E(j)$ do not decrease with $j$. For $n\ge M$, $E(n)-E(M)$ is a sum of $n-M$ of them, each at least $g$. For $n\le M$, $E(M)-E(n)$ is a sum of $M-n$ of them, each at most $g$. In both cases

$$E(n)\ge E(M)+g(n-M).$$

**Chemical potential above $g$.** Let $w_n=e^{-\beta(E(n)-\mu n)}$ and $Z=\sum_n w_n$. If $\mu\ge g$ and $n\le M$, the line gives

$$[E(n)-\mu n]-[E(M+1)-\mu(M+1)]\ge(\mu-g)(M+1-n)\ge\mu-g,$$

so $w_n\le e^{-\beta(\mu-g)}w_{M+1}\le e^{-\beta(\mu-g)}Z$. In

$$M+1-\langle n\rangle=\frac1Z\sum_{n=0}^{K}(M+1-n)\,w_n$$

only terms with $n\le M$ are positive. There are at most $K+1$ of them, each with prefactor at most $K+1$, hence

$$M+1-\langle n\rangle\le(K+1)^2e^{-\beta(\mu-g)}.$$

**Chemical potential below $g$.** If $\mu\le g$ and $n\ge M+1$, then

$$[E(n)-\mu n]-[E(M)-\mu M]\ge(g-\mu)(n-M)\ge g-\mu,$$

and the same counting gives $\langle n\rangle-M\le(K+1)^2e^{-\beta(g-\mu)}$.

**The limit.** Put $\langle n\rangle=N$ and $\delta=\min(N-M,\,M+1-N)>0$. Either way $\delta\le(K+1)^2e^{-\beta|\mu-g|}$, and taking logarithms,

$$|\mu(\beta)-g|\le\frac1\beta\ln\frac{(K+1)^2}{\delta}\longrightarrow0 .$$

## A non-convex counter-example

Let $K=2$ and $E=(0,1,0)$, with second difference $-2$, as for particles that gain energy by pairing. Take $M=0$ and $N=\tfrac12$. With $z=e^{\beta\mu}$ the condition on the mean becomes $3z^2+e^{-\beta}z-1=0$, so $z\to1/\sqrt3$ and $\mu=\ln z/\beta\to0$. The addition energy is $E(1)-E(0)=1$. The system mixes zero and two particles and avoids the state with one.

## The ensemble in Lean

```lean
import Mathlib

open Filter Topology

namespace EnsembleChemicalPotential

noncomputable section
```

Energies are a function `E : ℕ → ℝ`, of which only the values up to `K` matter. Convexity is a hypothesis, not derived from a Hamiltonian. Physically, each further particle costs at least as much energy as the one before. For `K < 2` the condition is empty, in agreement with the two-state example.

```lean
/-- The energies of 0, ..., K particles have nonnegative second differences. -/
def ConvexUpTo (K : ℕ) (E : ℕ → ℝ) : Prop :=
  ∀ n, n + 2 ≤ K → 0 ≤ E (n + 2) - 2 * E (n + 1) + E n
```

The quantity $g$ above is `additionEnergy E M`.

```lean
/-- The energy needed to add one particle to a system of `M` particles. -/
def additionEnergy (E : ℕ → ℝ) (M : ℕ) : ℝ := E (M + 1) - E M
```

Each particle number carries a single energy, so excited states and degeneracies are left out.

```lean
/-- The grand-canonical Boltzmann weight of the state with `n` particles. -/
def weight (E : ℕ → ℝ) (β μ : ℝ) (n : ℕ) : ℝ := Real.exp (-(β * (E n - μ * n)))
```

The sums run over `Finset.range (K + 1)`, that is, $0,\dots,K$.

```lean
/-- The grand partition function over particle numbers 0, ..., K. -/
def partitionFunction (K : ℕ) (E : ℕ → ℝ) (β μ : ℝ) : ℝ :=
  ∑ n ∈ Finset.range (K + 1), weight E β μ n

/-- The grand-canonical mean particle number. -/
def meanNumber (K : ℕ) (E : ℕ → ℝ) (β μ : ℝ) : ℝ :=
  (∑ n ∈ Finset.range (K + 1), (n : ℝ) * weight E β μ n) / partitionFunction K E β μ
```

The partition function is a nonempty sum of exponentials. Its positivity permits division by it.

```lean
variable {K M : ℕ} {E : ℕ → ℝ} {β μ N : ℝ}

/-- The grand partition function is positive. -/
theorem partitionFunction_pos (K : ℕ) (E : ℕ → ℝ) (β μ : ℝ) :
    0 < partitionFunction K E β μ :=
  Finset.sum_pos (fun _ _ => Real.exp_pos _) ⟨0, by simp⟩
```

## Convexity and the supporting line

Monotonicity of the addition energies follows by induction on the larger index, with one second difference used per step.

```lean
/-- For convex energies the addition energy does not decrease with particle number. -/
theorem additionEnergy_mono (hE : ConvexUpTo K E) {i j : ℕ} (hij : i ≤ j)
    (hj : j + 1 ≤ K) : additionEnergy E i ≤ additionEnergy E j := by
  unfold additionEnergy
  induction j, hij using Nat.le_induction with
  | base => exact le_rfl
  | succ j hij ih =>
    have h1 := ih (by omega)
    have h2 : 0 ≤ E (j + 1 + 1) - 2 * E (j + 1) + E j := hE j (by omega)
    linarith
```

The line is proved in two inductions on the distance from `M`: `up` for larger particle numbers and `down` for smaller ones. They replace the two sums of addition energies in the derivation.

```lean
/-- The straight line through the energies at `M` and `M + 1` lies nowhere above the
convex energies. -/
theorem supporting_line (hE : ConvexUpTo K E) (hM : M < K) {n : ℕ} (hn : n ≤ K) :
    E M + additionEnergy E M * ((n : ℝ) - M) ≤ E n := by
  have up : ∀ d : ℕ, M + d ≤ K → E M + additionEnergy E M * d ≤ E (M + d) := by
    intro d
    induction d with
    | zero => intro _; simp
    | succ d ih =>
      intro hd
      have h1 := ih (by omega)
      have h2 : additionEnergy E M ≤ E (M + (d + 1)) - E (M + d) :=
        additionEnergy_mono hE (Nat.le_add_right M d) (by omega)
      push_cast
      linarith
  have down : ∀ d m : ℕ, m + d = M → E M - additionEnergy E M * d ≤ E m := by
    intro d
    induction d with
    | zero =>
      intro m hm
      have h : m = M := by omega
      subst h
      simp
    | succ d ih =>
      intro m hm
      have h1 := ih (m + 1) (by omega)
      have h2 : E (m + 1) - E m ≤ additionEnergy E M :=
        additionEnergy_mono hE (by omega) (by omega)
      push_cast
      linarith
  rcases le_total M n with h | h
  · obtain ⟨d, rfl⟩ := Nat.exists_eq_add_of_le h
    have h1 := up d hn
    push_cast
    linarith
  · obtain ⟨d, hd⟩ := Nat.exists_eq_add_of_le h
    have h1 := down d n hd.symm
    have h2 : (M : ℝ) = n + d := by exact_mod_cast hd
    have h3 : (n : ℝ) - M = -d := by linarith
    rw [h3]
    linarith
```

## Exponential bounds on the mean

The counting argument is common to both signs of $\mu-g$, so it is stated once for a linear function $cn+x$. The proof multiplies the average by $Z$, bounds each of the $K+1$ terms by $(K+1)qZ$, and cancels $Z$.

```lean
/-- Let `q` be nonnegative. If a linear function of the particle number is positive only on states
whose weight is at most `q` times that of a reference state, and is at most `K + 1` there, then its
ensemble average is at most `(K + 1)² q`. -/
theorem average_le {c x q : ℝ} {m : ℕ} (hm : m ≤ K) (hq : 0 ≤ q)
    (h : ∀ n : ℕ, n ≤ K → c * n + x ≤ 0 ∨
      (c * n + x ≤ K + 1 ∧ weight E β μ n ≤ q * weight E β μ m)) :
    c * meanNumber K E β μ + x ≤ ((K : ℝ) + 1) ^ 2 * q := by
  have hZ := partitionFunction_pos K E β μ
  have hw : ∀ n, 0 ≤ weight E β μ n := fun n => (Real.exp_pos _).le
  have hmZ : weight E β μ m ≤ partitionFunction K E β μ :=
    Finset.single_le_sum (f := weight E β μ) (fun n _ => hw n)
      (Finset.mem_range.mpr (by omega))
  have hmean : meanNumber K E β μ * partitionFunction K E β μ
      = ∑ n ∈ Finset.range (K + 1), (n : ℝ) * weight E β μ n := by
    unfold meanNumber
    exact div_mul_cancel₀ _ hZ.ne'
  have hsum : (c * meanNumber K E β μ + x) * partitionFunction K E β μ
      = ∑ n ∈ Finset.range (K + 1), (c * n + x) * weight E β μ n := by
    rw [add_mul, mul_assoc, hmean, partitionFunction, Finset.mul_sum, Finset.mul_sum,
      ← Finset.sum_add_distrib]
    exact Finset.sum_congr rfl (fun n _ => by ring)
  -- every term is bounded by the same multiple of the partition function
  have hterm : ∀ n ∈ Finset.range (K + 1), (c * n + x) * weight E β μ n
      ≤ ((K : ℝ) + 1) * (q * partitionFunction K E β μ) := by
    intro n hn
    have hn' := Finset.mem_range.mp hn
    rcases h n (by omega) with h0 | ⟨h1, h2⟩
    · exact (mul_nonpos_iff.mpr (Or.inr ⟨h0, hw n⟩)).trans (by positivity)
    · exact mul_le_mul h1 (h2.trans (mul_le_mul_of_nonneg_left hmZ hq)) (hw n)
        (by positivity)
  have hb := Finset.sum_le_card_nsmul _ _ _ hterm
  rw [Finset.card_range, nsmul_eq_mul, ← hsum] at hb
  push_cast at hb
  refine le_of_mul_le_mul_right ?_ hZ
  linarith
```

For $\mu\ge g$ the choice is $c=-1$, $x=M+1$, with reference state $M+1$. The inequality `hd` is the energy comparison obtained from the line.

```lean
/-- For convex energies and `μ` at or above the addition energy `g` of `M`, the mean particle number
falls short of `M + 1` by at most `(K + 1)² exp(-β(μ - g))`. -/
theorem shortfall_le (hE : ConvexUpTo K E) (hM : M < K) (hβ : 0 < β)
    (hμ : additionEnergy E M ≤ μ) :
    (M : ℝ) + 1 - meanNumber K E β μ
      ≤ ((K : ℝ) + 1) ^ 2 * Real.exp (-(β * (μ - additionEnergy E M))) := by
  have hMK : (M : ℝ) < K := by exact_mod_cast hM
  have key := average_le (K := K) (E := E) (β := β) (μ := μ) (c := -1) (x := (M : ℝ) + 1)
    (m := M + 1) hM (Real.exp_pos (-(β * (μ - additionEnergy E M)))).le ?_
  · linarith
  intro n hn
  have hn0 : (0 : ℝ) ≤ n := Nat.cast_nonneg n
  rcases Nat.lt_or_ge M n with h | h
  · left
    have h' : (M : ℝ) + 1 ≤ n := by exact_mod_cast h
    linarith
  · right
    have h' : (n : ℝ) ≤ M := by exact_mod_cast h
    refine ⟨by linarith, ?_⟩
    have hl := supporting_line hE hM hn
    have hp := mul_nonneg (sub_nonneg.mpr hμ) (sub_nonneg.mpr h')
    have hg : E (M + 1) = E M + additionEnergy E M := by unfold additionEnergy; ring
    have hd : 0 ≤ E n - μ * n - (μ - additionEnergy E M) - (E (M + 1) - μ * (M + 1)) := by
      rw [hg]
      linarith
    unfold weight
    rw [← Real.exp_add]
    apply Real.exp_le_exp.mpr
    push_cast
    linarith [mul_nonneg hβ.le hd]
```

For $\mu\le g$ the choice is $c=1$, $x=-M$, with reference state $M$.

```lean
/-- For convex energies and `μ` at or below the addition energy `g` of `M`, the mean particle number
exceeds `M` by at most `(K + 1)² exp(-β(g - μ))`. -/
theorem excess_le (hE : ConvexUpTo K E) (hM : M < K) (hβ : 0 < β)
    (hμ : μ ≤ additionEnergy E M) :
    meanNumber K E β μ - M
      ≤ ((K : ℝ) + 1) ^ 2 * Real.exp (-(β * (additionEnergy E M - μ))) := by
  have hM0 : (0 : ℝ) ≤ M := Nat.cast_nonneg M
  have key := average_le (K := K) (E := E) (β := β) (μ := μ) (c := 1) (x := -(M : ℝ))
    (m := M) hM.le (Real.exp_pos (-(β * (additionEnergy E M - μ)))).le ?_
  · linarith
  intro n hn
  have hnK : (n : ℝ) ≤ K := by exact_mod_cast hn
  rcases Nat.lt_or_ge M n with h | h
  · right
    have h' : (M : ℝ) + 1 ≤ n := by exact_mod_cast h
    refine ⟨by linarith, ?_⟩
    have hl := supporting_line hE hM hn
    have hp := mul_nonneg (sub_nonneg.mpr hμ) (sub_nonneg.mpr h')
    have hd : 0 ≤ E n - μ * n - (additionEnergy E M - μ) - (E M - μ * M) := by linarith
    unfold weight
    rw [← Real.exp_add]
    apply Real.exp_le_exp.mpr
    linarith [mul_nonneg hβ.le hd]
  · left
    have h' : (n : ℝ) ≤ M := by exact_mod_cast h
    linarith
```

## Existence, error and limit

A suitable $\mu$ exists at every $\beta>0$, so the assumption on $\mu(\beta)$ can be met. The mean is continuous in $\mu$. Far enough below $g$ it is at most $N$, and far enough above it is at least $N$; the intermediate value theorem does the rest. The step `far` finds the distance from $e^y\ge y+1$.

```lean
/-- At every positive inverse temperature some chemical potential gives the prescribed
fractional mean particle number. -/
theorem exists_chemicalPotential (hE : ConvexUpTo K E) (hM : M < K) (hβ : 0 < β)
    (h1 : (M : ℝ) < N) (h2 : N < M + 1) : ∃ μ, meanNumber K E β μ = N := by
  have hcont : Continuous (fun μ => meanNumber K E β μ) := by
    unfold meanNumber
    refine Continuous.div ?_ ?_ (fun μ => (partitionFunction_pos K E β μ).ne')
    · unfold weight
      fun_prop
    · unfold partitionFunction weight
      fun_prop
  -- far enough from the addition energy the exponential bound beats any margin `c`
  have far : ∀ c : ℝ, 0 < c → ∃ t : ℝ, 0 ≤ t ∧
      ((K : ℝ) + 1) ^ 2 * Real.exp (-(β * t)) ≤ c := by
    intro c hc
    refine ⟨((K : ℝ) + 1) ^ 2 / c / β, by positivity, ?_⟩
    have e1 : β * (((K : ℝ) + 1) ^ 2 / c / β) = ((K : ℝ) + 1) ^ 2 / c := by field_simp
    rw [e1, Real.exp_neg, ← div_eq_mul_inv, div_le_iff₀ (Real.exp_pos _), mul_comm c,
      ← div_le_iff₀ hc]
    linarith [Real.add_one_le_exp (((K : ℝ) + 1) ^ 2 / c)]
  obtain ⟨s, hs, hs'⟩ := far (N - M) (by linarith)
  obtain ⟨t, ht, ht'⟩ := far (M + 1 - N) (by linarith)
  have lo := excess_le (μ := additionEnergy E M - s) hE hM hβ (by linarith)
  have hi := shortfall_le (μ := additionEnergy E M + t) hE hM hβ (by linarith)
  rw [sub_sub_cancel] at lo
  rw [add_sub_cancel_left] at hi
  exact intermediate_value_univ (additionEnergy E M - s) (additionEnergy E M + t) hcont
    ⟨by linarith, by linarith⟩
```

The next theorem is the estimate at a single temperature. Its inner step `key` takes the logarithm, and the two cases supply the bounds on the mean.

```lean
/-- For convex energies and fractional mean number `N` between `M` and `M + 1`, the chemical
potential differs from the addition energy of `M` by at most an explicit constant, depending on `K`,
`M` and `N`, times the temperature. -/
theorem chemicalPotential_error (hE : ConvexUpTo K E) (hM : M < K) (hβ : 0 < β)
    (h1 : (M : ℝ) < N) (h2 : N < M + 1) (hN : meanNumber K E β μ = N) :
    |μ - additionEnergy E M|
      ≤ Real.log (((K : ℝ) + 1) ^ 2 / min (N - M) (M + 1 - N)) / β := by
  have hc : 0 < min (N - M) (M + 1 - N) := lt_min (by linarith) (by linarith)
  have key : ∀ d : ℝ, min (N - M) (M + 1 - N) ≤ ((K : ℝ) + 1) ^ 2 * Real.exp (-(β * d)) →
      d ≤ Real.log (((K : ℝ) + 1) ^ 2 / min (N - M) (M + 1 - N)) / β := by
    intro d hd
    rw [le_div_iff₀ hβ, Real.le_log_iff_exp_le (div_pos (by positivity) hc),
      le_div_iff₀ hc]
    have h3 := mul_le_mul_of_nonneg_left hd (Real.exp_pos (d * β)).le
    have h4 : Real.exp (d * β) * Real.exp (-(β * d)) = 1 := by
      rw [← Real.exp_add, mul_comm d β, add_neg_cancel, Real.exp_zero]
    calc _ ≤ _ := h3
      _ = ((K : ℝ) + 1) ^ 2 * (Real.exp (d * β) * Real.exp (-(β * d))) := by ring
      _ = ((K : ℝ) + 1) ^ 2 := by rw [h4, mul_one]
  rcases le_total (additionEnergy E M) μ with h | h
  · rw [abs_of_nonneg (sub_nonneg.mpr h)]
    have hb := shortfall_le hE hM hβ h
    rw [hN] at hb
    exact key _ ((min_le_right _ _).trans hb)
  · rw [abs_of_nonpos (sub_nonpos.mpr h), neg_sub]
    have hb := excess_le hE hM hβ h
    rw [hN] at hb
    exact key _ ((min_le_left _ _).trans hb)
```

In the limit theorem `μ : ℝ → ℝ` is any function that gives mean number `N` at each positive `β`; no continuity in `β` is assumed. `Tendsto μ atTop (𝓝 ...)` expresses convergence as $\beta\to\infty$, and the proof squeezes $|\mu(\beta)-g|$ under a constant divided by $\beta$. Integer values of `N` are excluded.

```lean
/-- For convex energies, as the temperature goes to zero at fixed mean number strictly between `M`
and `M + 1`, the chemical potential tends to `E (M + 1) - E M`. -/
theorem chemicalPotential_tendsto (hE : ConvexUpTo K E) (hM : M < K)
    (h1 : (M : ℝ) < N) (h2 : N < M + 1) {μ : ℝ → ℝ}
    (hN : ∀ β, 0 < β → meanNumber K E β (μ β) = N) :
    Tendsto μ atTop (𝓝 (E (M + 1) - E M)) := by
  rw [← tendsto_sub_nhds_zero_iff]
  refine squeeze_zero_norm'
    (a := fun β => Real.log (((K : ℝ) + 1) ^ 2 / min (N - M) (M + 1 - N)) / β) ?_
    (tendsto_const_nhds.div_atTop tendsto_id)
  filter_upwards [eventually_gt_atTop (0 : ℝ)] with β hβ
  rw [Real.norm_eq_abs]
  exact chemicalPotential_error hE hM hβ h1 h2 (hN β hβ)
```

Applying the limit at `M` and at `M + 1` and subtracting gives the jump in chemical potential across the integer $M+1$. The result is the ionisation energy minus the electron affinity of the $(M+1)$-electron system, its fundamental gap. In density-functional theory, approximate functionals are judged in part by how well they reproduce this gap. The theorem below assumes convex energies and one level per particle number.

```lean
/-- For convex energies, the chemical potentials at a mean number between `M + 1` and `M + 2` and at
one between `M` and `M + 1` differ, in the zero-temperature limit, by the second difference `E (M +
2) - 2 * E (M + 1) + E M`. -/
theorem chemicalPotential_jump (hE : ConvexUpTo K E) (hM : M + 1 < K) {N₁ N₂ : ℝ}
    (h1 : (M : ℝ) < N₁) (h2 : N₁ < M + 1) (h3 : (M : ℝ) + 1 < N₂) (h4 : N₂ < M + 2)
    {μ₁ μ₂ : ℝ → ℝ} (hN₁ : ∀ β, 0 < β → meanNumber K E β (μ₁ β) = N₁)
    (hN₂ : ∀ β, 0 < β → meanNumber K E β (μ₂ β) = N₂) :
    Tendsto (fun β => μ₂ β - μ₁ β) atTop (𝓝 (E (M + 2) - 2 * E (M + 1) + E M)) := by
  have t1 := chemicalPotential_tendsto hE (by omega) h1 h2 hN₁
  have t2 : Tendsto μ₂ atTop (𝓝 (E (M + 2) - E (M + 1))) :=
    chemicalPotential_tendsto (M := M + 1) hE hM (by push_cast; linarith)
      (by push_cast; linarith) hN₂
  have e : E (M + 2) - 2 * E (M + 1) + E M
      = (E (M + 2) - E (M + 1)) - (E (M + 1) - E M) := by ring
  rw [e]
  exact t2.sub t1

end

end EnsembleChemicalPotential
```

```lean
#print axioms EnsembleChemicalPotential.exists_chemicalPotential
#print axioms EnsembleChemicalPotential.chemicalPotential_tendsto
#print axioms EnsembleChemicalPotential.chemicalPotential_jump
```

```
'EnsembleChemicalPotential.exists_chemicalPotential' depends on axioms: [propext, Classical.choice, Quot.sound]
'EnsembleChemicalPotential.chemicalPotential_tendsto' depends on axioms: [propext, Classical.choice, Quot.sound]
'EnsembleChemicalPotential.chemicalPotential_jump' depends on axioms: [propext, Classical.choice, Quot.sound]
```
